# A conserved orbital rotation bounds the fictitious kinetic energy from below in Car–Parrinello dynamics with a rotation-invariant energy

A Car–Parrinello trajectory is taken here as given data: orbital coefficients $C(t)$, velocity $V=C'$, acceleration $W=C''$ and a symmetric multiplier $L(t)$, satisfying at every real time

$$C^TC=1,\qquad \mu W=-G+CL.$$

Here $C$ is a real $n\times k$ matrix whose columns are $k$ orbitals in an orthonormal basis, $\mu>0$ is the fictitious mass, and $G$ is the matrix of partial derivatives of a differentiable energy $E(C)$. The energy satisfies $E(CU)=E(C)$ for orthogonal $U$, as when $E$ depends on $C$ only through $CC^T$, which for orthonormal orbitals is the projector onto the occupied subspace. Then

$$A=C^TV\ \text{is constant},\qquad \frac{\mu}{2}\operatorname{tr}(V^TV)\ \ge\ \frac{\mu}{2}\operatorname{tr}(A^TA).$$

## Reading the fictitious kinetic energy

A code may use the fictitious kinetic energy to judge how closely the orbitals follow the ground state. In this model, with fixed nuclei and no friction or thermostat, part of that number can be a constant rotation among occupied orbitals, set by the initial velocities. Computing $C^TV$ separates it out.

## From rotation invariance to the floor

The first-order change of $E$ along a matrix $D$ is $\operatorname{tr}(G^TD)$. For orbitals $a\ne b$, let $K$ have entries $K_{ab}=1$, $K_{ba}=-1$ and zeros elsewhere. Then $K^T=-K$ and $K^3=-K$. With $U(\theta)=1+\sin\theta\,K+(1-\cos\theta)K^2$,

$$U^TU=1+\left[2(1-\cos\theta)-(1-\cos\theta)^2-\sin^2\theta\right]K^2=1.$$

So $E(CU(\theta))$ is constant, and its derivative at $\theta=0$ gives

$$0=\operatorname{tr}(G^TCK)=(G^TC)_{ba}-(G^TC)_{ab}.$$

Hence $C^TG$ is symmetric.

Differentiating $C^TC=1$ gives $A^T+A=0$, so $A'$ is antisymmetric too. The equation of motion gives

$$A'=V^TV+C^TW=V^TV+\frac{L-C^TG}{\mu},$$

which is symmetric. A matrix that is both is zero, so $A$ is constant.

Now write $V=CA+X$. Since $C^TX=A-A=0$, the cross terms vanish:

$$\operatorname{tr}(V^TV)=\operatorname{tr}(A^TA)+\operatorname{tr}(X^TX).$$

The last term is nonnegative, and it vanishes exactly when $V=CA$.

## The Lean file

`IsTrajectory` states the conditions on $C$, $V$, $W$ and $L$, with derivatives taken entry by entry; $\mu>0$, differentiability and rotation invariance are separate hypotheses. `grad` is $G$, `hiddenRotation` is $A$, and `kineticEnergy` includes the factor $\mu/2$.

`fderiv_eq_trace` gives the trace pairing, `rotation_orthogonal` checks $U^TU=1$, and `overlap_grad_symm` differentiates along the rotation. In `hiddenRotation_conserved`, `hasDerivAt_overlap` supplies the product rule, `anti` the antisymmetry and `hzero` the vanishing derivative; `is_const_of_deriv_eq_zero` then gives constancy. `kineticEnergy_split` yields the bound, and `kineticEnergy_eq_floor_iff` the case of equality.

```lean
import Mathlib

open scoped Matrix

namespace CarParrinelloHiddenRotation

noncomputable section

attribute [local instance] Matrix.normedAddCommGroup Matrix.normedSpace

variable {n k : Type*} [Fintype n] [Fintype k] [DecidableEq n] [DecidableEq k]

/-- The matrix of partial derivatives of a differentiable energy `E` with respect to the
orbital coefficients. -/
def grad (E : Matrix n k ℝ → ℝ) (C : Matrix n k ℝ) : Matrix n k ℝ :=
  Matrix.of fun i j => fderiv ℝ E C (Matrix.single i j 1)

/-- The energy does not change when the orbitals are mixed by an orthogonal matrix. -/
def RotationInvariant (E : Matrix n k ℝ → ℝ) : Prop :=
  ∀ (C : Matrix n k ℝ) (U : Matrix k k ℝ), Uᵀ * U = 1 → E (C * U) = E C

/-- Car-Parrinello motion of orthonormal orbitals `C` with velocity `V`, acceleration `W`,
fictitious mass `μ` and symmetric multiplier `L`. -/
structure IsTrajectory (μ : ℝ) (E : Matrix n k ℝ → ℝ) (C V W : ℝ → Matrix n k ℝ)
    (L : ℝ → Matrix k k ℝ) : Prop where
  velocity : ∀ t i j, HasDerivAt (fun s => C s i j) (V t i j) t
  acceleration : ∀ t i j, HasDerivAt (fun s => V s i j) (W t i j) t
  orthonormal : ∀ t, (C t)ᵀ * C t = 1
  multiplier_symm : ∀ t, (L t)ᵀ = L t
  motion : ∀ t, μ • W t = -grad E (C t) + C t * L t

/-- The overlap `CᵀV` of the orbitals with their velocities. -/
def hiddenRotation (C V : Matrix n k ℝ) : Matrix k k ℝ := Cᵀ * V

/-- The fictitious kinetic energy `μ tr(VᵀV) / 2` of the orbitals. -/
def kineticEnergy (μ : ℝ) (V : Matrix n k ℝ) : ℝ := μ / 2 * Matrix.trace (Vᵀ * V)

/-- For a differentiable energy, the first-order change along `V` is the trace pairing of `V` with
the gradient. -/
theorem fderiv_eq_trace (E : Matrix n k ℝ → ℝ) (C V : Matrix n k ℝ) :
    fderiv ℝ E C V = Matrix.trace ((grad E C)ᵀ * V) := by
  have hV : V = ∑ i, ∑ j, V i j • Matrix.single i j (1 : ℝ) :=
    (Matrix.matrix_eq_sum_single V).trans (by simp [Matrix.smul_single])
  calc fderiv ℝ E C V
      = fderiv ℝ E C (∑ i, ∑ j, V i j • Matrix.single i j (1 : ℝ)) :=
        congrArg (fderiv ℝ E C) hV
    _ = ∑ i, ∑ j, V i j * grad E C i j := by
        simp only [map_sum, map_smul, smul_eq_mul, grad, Matrix.of_apply]
    _ = Matrix.trace ((grad E C)ᵀ * V) := by
        simp only [Matrix.trace, Matrix.diag_apply, Matrix.mul_apply, Matrix.transpose_apply]
        rw [Finset.sum_comm]
        exact Finset.sum_congr rfl fun _ _ => Finset.sum_congr rfl fun _ _ => mul_comm _ _

/-- If `K` is antisymmetric and `K³ = -K`, then `1 + sin θ K + (1 - cos θ) K²` is
orthogonal. -/
theorem rotation_orthogonal (K : Matrix k k ℝ) (hK : Kᵀ = -K) (hK3 : K * K * K = -K)
    (θ : ℝ) :
    (1 + (Real.sin θ • K + (1 - Real.cos θ) • (K * K)))ᵀ *
      (1 + (Real.sin θ • K + (1 - Real.cos θ) • (K * K))) = 1 := by
  have h3 : K * (K * K) = -K := by rw [← mul_assoc, hK3]
  have h4 : K * K * (K * K) = -(K * K) := by rw [← mul_assoc, hK3, neg_mul]
  have hT : (K * K)ᵀ = K * K := by rw [Matrix.transpose_mul, hK, neg_mul_neg]
  have e : 1 - Real.cos θ * Real.cos θ - Real.sin θ * Real.sin θ = 0 := by
    nlinarith [Real.sin_sq_add_cos_sq θ]
  simp only [Matrix.transpose_add, Matrix.transpose_smul, hT,
    Matrix.transpose_one, hK, add_mul, mul_add, one_mul, mul_one,
    Matrix.smul_mul, Matrix.mul_smul, neg_mul, h3, h4, hK3]
  linear_combination (norm := module) e • (K * K)

/-- For a differentiable rotation-invariant energy, the overlap of the orbitals with the
gradient is a symmetric matrix. -/
theorem overlap_grad_symm {E : Matrix n k ℝ → ℝ} (hE : Differentiable ℝ E)
    (hinv : RotationInvariant E) (C : Matrix n k ℝ) :
    (Cᵀ * grad E C)ᵀ = Cᵀ * grad E C := by
  have e : (Cᵀ * grad E C)ᵀ = (grad E C)ᵀ * C := by
    rw [Matrix.transpose_mul, Matrix.transpose_transpose]
  have tr (M : Matrix k k ℝ) (a b : k) :
      Matrix.trace (M * Matrix.single a b (1 : ℝ)) = M b a := by
    simp [Matrix.trace, Matrix.mul_apply, Matrix.single_apply, ite_and]
  have hsym (a b : k) : ((grad E C)ᵀ * C) b a = ((grad E C)ᵀ * C) a b := by
    by_cases hab : a = b
    · rw [hab]
    -- the generator of rotations in the plane of orbitals a and b
    obtain ⟨K, hKdef⟩ : ∃ K : Matrix k k ℝ,
      K = Matrix.single a b 1 - Matrix.single b a 1 := ⟨_, rfl⟩
    have hK : Kᵀ = -K := by
      rw [hKdef]
      ext i j
      simp [Matrix.single_apply, and_comm]
    have p (i j l : k) : Matrix.single i j (1 : ℝ) * Matrix.single j l (1 : ℝ)
        = Matrix.single i l 1 := by simp
    have q1 (i m : k) : Matrix.single i a (1 : ℝ) * Matrix.single b m (1 : ℝ) = 0 := by
      simp [Matrix.single_mul_single_of_ne, hab]
    have q2 (i m : k) : Matrix.single i b (1 : ℝ) * Matrix.single a m (1 : ℝ) = 0 := by
      simp [Matrix.single_mul_single_of_ne, Ne.symm hab]
    have hK3 : K * K * K = -K := by
      rw [hKdef]
      simp only [sub_mul, mul_sub, p, q1, q2, zero_mul]
      abel
    let γ : ℝ → Matrix n k ℝ := fun θ =>
      C + (Real.sin θ • (C * K) + (1 - Real.cos θ) • (C * (K * K)))
    have h0 : γ 0 = C := by simp [γ]
    have hγ : HasDerivAt γ (C * K) 0 :=
      ((((Real.hasDerivAt_sin 0).smul_const (C * K)).fun_add
        (((Real.hasDerivAt_cos 0).const_sub 1).smul_const (C * (K * K)))).const_add
          C).congr_deriv (by simp)
    have hF : HasFDerivAt E (fderiv ℝ E C) (γ 0) := by
      rw [h0]
      exact (hE C).hasFDerivAt
    have hcomp := hF.comp_hasDerivAt 0 hγ
    -- the energy is constant along the rotation
    have hconst : E ∘ γ = fun _ => E C := by
      funext θ
      have hθ : γ θ = C * (1 + (Real.sin θ • K + (1 - Real.cos θ) • (K * K))) := by
        simp only [γ, Matrix.mul_add, Matrix.mul_smul, Matrix.mul_one]
      change E (γ θ) = E C
      rw [hθ]
      exact hinv C _ (rotation_orthogonal K hK hK3 θ)
    rw [hconst] at hcomp
    have key := (fderiv_eq_trace E C (C * K)).symm.trans
      (hcomp.unique (hasDerivAt_const (0 : ℝ) (E C)))
    rw [← Matrix.mul_assoc, hKdef, Matrix.mul_sub, Matrix.trace_sub,
      tr, tr] at key
    linarith
  ext b a
  calc (Cᵀ * grad E C)ᵀ b a = ((grad E C)ᵀ * C) b a := by rw [e]
    _ = ((grad E C)ᵀ * C) a b := hsym a b
    _ = (Cᵀ * grad E C)ᵀ a b := by rw [e]
    _ = (Cᵀ * grad E C) b a := rfl

omit [DecidableEq n] [Fintype k] [DecidableEq k] in
/-- Product rule for the overlap matrix `XᵀY` of two moving sets of orbitals. -/
theorem hasDerivAt_overlap {X Y : ℝ → Matrix n k ℝ} {X' Y' : Matrix n k ℝ} {t : ℝ}
    (hX : ∀ i j, HasDerivAt (fun s => X s i j) (X' i j) t)
    (hY : ∀ i j, HasDerivAt (fun s => Y s i j) (Y' i j) t) (i j : k) :
    HasDerivAt (fun s => ((X s)ᵀ * Y s) i j) ((X'ᵀ * Y t + (X t)ᵀ * Y') i j) t := by
  simp only [Matrix.add_apply, Matrix.mul_apply, Matrix.transpose_apply,
    ← Finset.sum_add_distrib]
  exact HasDerivAt.fun_sum fun l _ => (hX l i).fun_mul (hY l j)

omit [DecidableEq n] in
/-- For orthonormal orbitals the kinetic energy is the sum of a part from the overlap `A = CᵀV` and
a part from the remaining velocity `V - CA`. -/
theorem kineticEnergy_split (μ : ℝ) {C : Matrix n k ℝ} (hC : Cᵀ * C = 1)
    (V : Matrix n k ℝ) :
    kineticEnergy μ V =
      μ / 2 * Matrix.trace ((hiddenRotation C V)ᵀ * hiddenRotation C V) +
        kineticEnergy μ (V - C * hiddenRotation C V) := by
  have h1 : Vᵀ * (C * hiddenRotation C V) = (hiddenRotation C V)ᵀ * hiddenRotation C V := by
    simp only [hiddenRotation, Matrix.transpose_mul, Matrix.transpose_transpose,
      Matrix.mul_assoc]
  have h2 : (C * hiddenRotation C V)ᵀ * V = (hiddenRotation C V)ᵀ * hiddenRotation C V := by
    rw [Matrix.transpose_mul, Matrix.mul_assoc]
    rfl
  have h3 : (C * hiddenRotation C V)ᵀ * (C * hiddenRotation C V)
      = (hiddenRotation C V)ᵀ * hiddenRotation C V := by
    rw [Matrix.transpose_mul, Matrix.mul_assoc, ← Matrix.mul_assoc Cᵀ C, hC, Matrix.one_mul]
  unfold kineticEnergy
  rw [Matrix.transpose_sub, Matrix.sub_mul, Matrix.mul_sub, Matrix.mul_sub, h1, h2, h3]
  simp only [Matrix.trace_sub]
  ring

/-- **Hidden orbital rotation.** For a differentiable rotation-invariant energy and positive
fictitious mass, `A = CᵀC'` is constant along a Car-Parrinello trajectory, and the fictitious
kinetic energy is never below `μ tr(AᵀA) / 2`. -/
theorem hiddenRotation_conserved {μ : ℝ} (hμ : 0 < μ) {E : Matrix n k ℝ → ℝ}
    (hE : Differentiable ℝ E) (hinv : RotationInvariant E) {C V W : ℝ → Matrix n k ℝ}
    {L : ℝ → Matrix k k ℝ} (h : IsTrajectory μ E C V W L) (s t : ℝ) :
    hiddenRotation (C t) (V t) = hiddenRotation (C s) (V s) ∧
      μ / 2 * Matrix.trace ((hiddenRotation (C s) (V s))ᵀ * hiddenRotation (C s) (V s))
        ≤ kineticEnergy μ (V t) := by
  have swap (X Y : Matrix n k ℝ) (i j : k) : (Xᵀ * Y) j i = (Yᵀ * X) i j := by
    simp only [Matrix.mul_apply, Matrix.transpose_apply]
    exact Finset.sum_congr rfl fun _ _ => mul_comm _ _
  -- orthonormality makes A antisymmetric
  have anti (r : ℝ) (i j : k) : ((C r)ᵀ * V r) j i = -((C r)ᵀ * V r) i j := by
    have h1 := hasDerivAt_overlap (h.velocity r) (h.velocity r) i j
    simp only [h.orthonormal] at h1
    have h2 := h1.unique (hasDerivAt_const r _)
    rw [Matrix.add_apply, ← swap (C r) (V r) i j] at h2
    linarith
  have hD (r : ℝ) := hasDerivAt_overlap (h.velocity r) (h.acceleration r)
  -- the derivative of A is both antisymmetric and symmetric
  have hzero (r : ℝ) (i j : k) : ((V r)ᵀ * V r + (C r)ᵀ * W r) i j = 0 := by
    have ha : ((V r)ᵀ * V r + (C r)ᵀ * W r) j i
        = -((V r)ᵀ * V r + (C r)ᵀ * W r) i j := by
      have h1 := hD r j i
      simp only [fun x => anti x i j] at h1
      exact h1.unique (hD r i j).fun_neg
    have hW : μ • ((C r)ᵀ * W r) = -((C r)ᵀ * grad E (C r)) + L r := by
      rw [← Matrix.mul_smul, h.motion, Matrix.mul_add, Matrix.mul_neg, ← Matrix.mul_assoc,
        h.orthonormal, Matrix.one_mul]
    have hw (a b : k) : μ * ((C r)ᵀ * W r) a b
        = -((C r)ᵀ * grad E (C r)) a b + L r a b := congrFun (congrFun hW a) b
    have hg : ((C r)ᵀ * grad E (C r)) j i = ((C r)ᵀ * grad E (C r)) i j :=
      congrFun (congrFun (overlap_grad_symm hE hinv (C r)) i) j
    have hL : L r j i = L r i j := congrFun (congrFun (h.multiplier_symm r) i) j
    have hs : ((C r)ᵀ * W r) j i = ((C r)ᵀ * W r) i j :=
      mul_left_cancel₀ hμ.ne' (by rw [hw, hw, hg, hL])
    have hv := swap (V r) (V r) i j
    simp only [Matrix.add_apply] at ha ⊢
    linarith
  have hconst : hiddenRotation (C t) (V t) = hiddenRotation (C s) (V s) := by
    ext i j
    exact is_const_of_deriv_eq_zero (f := fun r => ((C r)ᵀ * V r) i j)
      (fun r => (hD r i j).differentiableAt)
      (fun r => (hD r i j).deriv.trans (hzero r i j)) t s
  refine ⟨hconst, ?_⟩
  rw [← hconst, kineticEnergy_split μ (h.orthonormal t) (V t)]
  have hpos : 0 ≤ kineticEnergy μ (V t - C t * hiddenRotation (C t) (V t)) := by
    unfold kineticEnergy
    refine mul_nonneg (by positivity) ?_
    simp only [Matrix.trace, Matrix.diag_apply, Matrix.mul_apply, Matrix.transpose_apply]
    exact Finset.sum_nonneg fun _ _ => Finset.sum_nonneg fun _ _ => mul_self_nonneg _
  linarith

omit [DecidableEq n] in
/-- For orthonormal orbitals and positive fictitious mass, the kinetic energy equals
`μ tr(AᵀA) / 2` with `A = CᵀV` exactly when `V = CA`. -/
theorem kineticEnergy_eq_floor_iff {μ : ℝ} (hμ : 0 < μ) {C : Matrix n k ℝ}
    (hC : Cᵀ * C = 1) (V : Matrix n k ℝ) :
    kineticEnergy μ V = μ / 2 * Matrix.trace ((hiddenRotation C V)ᵀ * hiddenRotation C V) ↔
      V = C * hiddenRotation C V := by
  rw [kineticEnergy_split μ hC V, add_eq_left, ← sub_eq_zero (a := V)]
  generalize V - C * hiddenRotation C V = X
  constructor
  · intro h
    have h1 : ∑ j, ∑ i, X i j * X i j = 0 :=
      (mul_eq_zero.mp h).resolve_left (by positivity)
    ext i j
    have h2 := (Finset.sum_eq_zero_iff_of_nonneg fun j _ =>
      Finset.sum_nonneg fun i _ => mul_self_nonneg (X i j)).mp h1 j (Finset.mem_univ j)
    exact mul_self_eq_zero.mp ((Finset.sum_eq_zero_iff_of_nonneg fun i _ =>
      mul_self_nonneg (X i j)).mp h2 i (Finset.mem_univ i))
  · rintro rfl
    simp [kineticEnergy]

/-- The weight of two orbitals on the third of three basis functions. -/
def upperLevelEnergy (C : Matrix (Fin 3) (Fin 2) ℝ) : ℝ := C 2 0 ^ 2 + C 2 1 ^ 2

/-- Two orbitals that rotate into each other at rate `ω` within the first two basis
functions. -/
def rotatingOrbitals (ω t : ℝ) : Matrix (Fin 3) (Fin 2) ℝ :=
  !![Real.cos (ω * t), -Real.sin (ω * t); Real.sin (ω * t), Real.cos (ω * t); 0, 0]

/-- The velocity of the rotating orbitals. -/
def rotatingVelocity (ω t : ℝ) : Matrix (Fin 3) (Fin 2) ℝ :=
  !![-(ω * Real.sin (ω * t)), -(ω * Real.cos (ω * t));
     ω * Real.cos (ω * t), -(ω * Real.sin (ω * t)); 0, 0]

/-- The rotating orbitals are a Car-Parrinello trajectory for the differentiable,
rotation-invariant upper-level energy, and their `CᵀC'` has off-diagonal entries `-ω`
and `ω`. -/
theorem hiddenRotation_witness (μ ω : ℝ) :
    Differentiable ℝ upperLevelEnergy ∧ RotationInvariant upperLevelEnergy ∧
    IsTrajectory μ upperLevelEnergy (rotatingOrbitals ω) (rotatingVelocity ω)
      (fun t => (-(ω ^ 2)) • rotatingOrbitals ω t) (fun _ => (-(μ * ω ^ 2)) • 1) ∧
    ∀ t, hiddenRotation (rotatingOrbitals ω t) (rotatingVelocity ω t) = !![0, -ω; ω, 0] := by
  have hc (t : ℝ) : HasDerivAt (fun s => Real.cos (ω * s)) (-(ω * Real.sin (ω * t))) t :=
    ((hasDerivAt_id' t).const_mul ω).cos.congr_deriv (by ring)
  have hs (t : ℝ) : HasDerivAt (fun s => Real.sin (ω * s)) (ω * Real.cos (ω * t)) t :=
    ((hasDerivAt_id' t).const_mul ω).sin.congr_deriv (by ring)
  refine ⟨?_, ?_, ⟨?_, ?_, ?_, ?_, ?_⟩, ?_⟩
  · have hd (i : Fin 3) (j : Fin 2) :
        Differentiable ℝ (fun C : Matrix (Fin 3) (Fin 2) ℝ => C i j) :=
      (LinearMap.toContinuousLinearMap (Matrix.entryLinearMap ℝ ℝ i j)).differentiable
    exact ((hd 2 0).pow 2).add ((hd 2 1).pow 2)
  · intro C U hU
    have hU' := mul_eq_one_comm.mp hU
    have h00 := congrFun (congrFun hU' 0) 0
    have h11 := congrFun (congrFun hU' 1) 1
    have h01 := congrFun (congrFun hU' 0) 1
    simp [Matrix.mul_apply, Fin.sum_univ_two] at h00 h11 h01
    simp only [upperLevelEnergy, Matrix.mul_apply, Fin.sum_univ_two]
    linear_combination C 2 0 ^ 2 * h00 + C 2 1 ^ 2 * h11 + 2 * C 2 0 * C 2 1 * h01
  · intro t i j
    fin_cases i <;> fin_cases j
    · exact hc t
    · exact (hs t).fun_neg
    · exact hs t
    · exact hc t
    · exact hasDerivAt_const t 0
    · exact hasDerivAt_const t 0
  · intro t i j
    fin_cases i <;> fin_cases j
    · exact ((hs t).const_mul ω).fun_neg.congr_deriv (by
        change -(ω * (ω * Real.cos (ω * t))) = -(ω ^ 2) * Real.cos (ω * t)
        ring)
    · exact ((hc t).const_mul ω).fun_neg.congr_deriv (by
        change -(ω * -(ω * Real.sin (ω * t))) = -(ω ^ 2) * -Real.sin (ω * t)
        ring)
    · exact ((hc t).const_mul ω).congr_deriv (by
        change ω * -(ω * Real.sin (ω * t)) = -(ω ^ 2) * Real.sin (ω * t)
        ring)
    · exact ((hs t).const_mul ω).fun_neg.congr_deriv (by
        change -(ω * (ω * Real.cos (ω * t))) = -(ω ^ 2) * Real.cos (ω * t)
        ring)
    · exact (hasDerivAt_const t (0 : ℝ)).congr_deriv (mul_zero (-(ω ^ 2))).symm
    · exact (hasDerivAt_const t (0 : ℝ)).congr_deriv (mul_zero (-(ω ^ 2))).symm
  · intro t
    ext i j
    fin_cases i <;> fin_cases j <;>
      simp [rotatingOrbitals, Matrix.mul_apply, Fin.sum_univ_succ] <;>
      nlinarith [Real.sin_sq_add_cos_sq (ω * t)]
  · intro t
    simp
  · intro t
    -- the orbitals sit at the minimum of the energy, so the gradient vanishes
    have hmin : IsLocalMin upperLevelEnergy (rotatingOrbitals ω t) :=
      Filter.Eventually.of_forall fun X => by
        have h0 : upperLevelEnergy (rotatingOrbitals ω t) = 0 := by
          simp [upperLevelEnergy, rotatingOrbitals]
        rw [h0]
        unfold upperLevelEnergy
        positivity
    have hg : grad upperLevelEnergy (rotatingOrbitals ω t) = 0 := by
      ext i j
      have h1 := DFunLike.congr_fun hmin.fderiv_eq_zero (Matrix.single i j (1 : ℝ))
      exact h1
    rw [hg, neg_zero, zero_add, Matrix.mul_smul, Matrix.mul_one, smul_smul, mul_neg]
  · intro t
    have e : ω * (Real.sin (ω * t) ^ 2 + Real.cos (ω * t) ^ 2) = ω := by
      rw [Real.sin_sq_add_cos_sq, mul_one]
    ext i j
    fin_cases i <;> fin_cases j <;>
      simp [hiddenRotation, rotatingOrbitals, rotatingVelocity, Matrix.mul_apply,
        Fin.sum_univ_succ] <;>
      nlinarith [e]

end

end CarParrinelloHiddenRotation
```

```lean
#print axioms CarParrinelloHiddenRotation.hiddenRotation_conserved
-- 'CarParrinelloHiddenRotation.hiddenRotation_conserved' depends on axioms: [propext, Classical.choice, Quot.sound]
#print axioms CarParrinelloHiddenRotation.kineticEnergy_eq_floor_iff
-- 'CarParrinelloHiddenRotation.kineticEnergy_eq_floor_iff' depends on axioms: [propext, Classical.choice, Quot.sound]
```

## What a simulation can take from the theorem

`hiddenRotation_conserved` compares any two times `s` and `t`: $A$ is the same at both, and its value at `s` bounds the kinetic energy at `t` from below. For a single orbital $A=0$, so the floor is zero.

`hiddenRotation_witness` gives a trajectory whose rotation is nonzero whenever $\omega\ne0$. Two orbitals in three basis functions turn into each other at rate $\omega$, while the energy is their weight on the third function (row `2` in Lean). That weight stays at its minimum, zero, yet $A$ has off-diagonal entries $-\omega$ and $\omega$. For $\mu>0$ and $\omega\ne0$ the floor $\mu\omega^2$ is positive, so a positive fictitious kinetic energy need not mean that the orbitals have left the minimum.

The theorem assumes a trajectory; it neither constructs one nor solves for $L$. It concerns continuous time and real coefficients in a finite basis, so it gives no bound on the drift of $A$ under a finite time step or incomplete orthonormalisation. Complex orbitals, unequal occupations that break the invariance, and moving nuclei lie beyond its hypotheses.
